# If a Hermitian Hamiltonian on a finite-dimensional space obeys H(t+τ) = S H(t) S† with S unitary, a solution with ψ(τ) = c S ψ(0) has ψ(t+τ) = c S ψ(t) at all times

A finite-dimensional quantum system has a Hermitian Hamiltonian that may depend on time, and shifting the time by τ has the same effect on it as conjugating with a fixed unitary matrix S. The lemma says that if a solution of the Schrödinger equation (with ħ = 1) satisfies ψ(τ) = c S ψ(0) for some complex number c, then ψ(t+τ) = c S ψ(t) for every real t. The state need not be normalised, but if it is nonzero, conservation of the norm forces |c| = 1. The proof shows that ψ(t+τ) and c S ψ(t) both solve the Schrödinger equation with the Hamiltonian H(t+τ). They agree at t = 0, so they agree always, by a uniqueness lemma proved earlier in the file.

This version doesn't compile in Lean 4 with Mathlib:

```lean
import Mathlib

open Matrix Complex
open scoped ComplexOrder

namespace SymmetryPropagates

noncomputable section

variable {ι : Type*} [Fintype ι]

/-- The state `ψ` obeys the Schrödinger equation `i ψ' = H(t) ψ`, in units with `ħ = 1`. -/
def Solves (H : ℝ → Matrix ι ι ℂ) (ψ : ℝ → ι → ℂ) : Prop :=
  ∀ t, HasDerivAt ψ (-I • (H t *ᵥ ψ t)) t

/-- A Hermitian, possibly time-dependent Hamiltonian conserves the norm of the state. -/
theorem norm_conserved {H : ℝ → Matrix ι ι ℂ} {ψ : ℝ → ι → ℂ}
    (hH : ∀ t, (H t).IsHermitian) (hψ : Solves H ψ) (t : ℝ) :
    star (ψ t) ⬝ᵥ ψ t = star (ψ 0) ⬝ᵥ ψ 0 := by
  have hd : ∀ s, HasDerivAt (fun r => star (ψ r) ⬝ᵥ ψ r) 0 s := by
    intro s
    have hi := hasDerivAt_pi.1 (hψ s)
    have h := HasDerivAt.fun_sum (u := Finset.univ)
      fun i _ => (hi i).star.fun_mul (hi i)
    refine h.congr_deriv ?_
    -- the two contributions cancel because `H` is Hermitian
    have hs : star (H s *ᵥ ψ s) ⬝ᵥ ψ s = star (ψ s) ⬝ᵥ (H s *ᵥ ψ s) := by
      rw [Matrix.star_mulVec, (hH s).eq, ← Matrix.dotProduct_mulVec]
    have hsum : I * (star (H s *ᵥ ψ s) ⬝ᵥ ψ s)
        - I * (star (ψ s) ⬝ᵥ (H s *ᵥ ψ s)) = 0 := by rw [hs, sub_self]
    rw [← hsum, dotProduct, dotProduct, Finset.mul_sum, Finset.mul_sum,
      ← Finset.sum_sub_distrib]
    refine Finset.sum_congr rfl fun i _ => ?_
    simp only [Pi.smul_apply, Pi.star_apply, smul_eq_mul, star_mul', star_neg,
      Complex.star_def, Complex.conj_I]
    ring
  exact is_const_of_deriv_eq_zero (fun s => (hd s).differentiableAt)
    (fun s => (hd s).deriv) t 0

/-- Under a Hermitian Hamiltonian, two solutions with the same initial state agree at all times. -/
theorem solution_unique {H : ℝ → Matrix ι ι ℂ} {φ ψ : ℝ → ι → ℂ}
    (hH : ∀ t, (H t).IsHermitian) (hφ : Solves H φ) (hψ : Solves H ψ)
    (h0 : φ 0 = ψ 0) (t : ℝ) : φ t = ψ t := by
  have hδ : Solves H (fun s => φ s - ψ s) := by
    intro s
    exact ((hφ s).fun_sub (hψ s)).congr_deriv (by rw [Matrix.mulVec_sub, smul_sub])
  have h := norm_conserved hH hδ t
  simp only [h0, sub_self, dotProduct_zero] at h
  exact sub_eq_zero.1 (dotProduct_star_self_eq_zero.1 h)

/-- If a Hermitian Hamiltonian satisfies `H(t+τ) = S H(t) S*` with `S` unitary, a solution with
`ψ(τ) = c S ψ(0)` satisfies `ψ(t+τ) = c S ψ(t)` at all times. -/
theorem symmetry_propagates [DecidableEq ι] {H : ℝ → Matrix ι ι ℂ} {ψ : ℝ → ι → ℂ}
    {S : Matrix ι ι ℂ} {c : ℂ} {τ : ℝ} (hH : ∀ t, (H t).IsHermitian)
    (hS : S ∈ Matrix.unitaryGroup ι ℂ) (hsym : ∀ t, H (t + τ) = S * H t * Sᴴ)
    (hψ : Solves H ψ) (h0 : ψ τ = c • (S *ᵥ ψ 0)) (t : ℝ) :
    ψ (t + τ) = c • (S *ᵥ ψ t) := by
  have hS' : Sᴴ * S = 1 := Matrix.mem_unitaryGroup_iff'.1 hS
  have key : ∀ (A : Matrix ι ι ℂ) (v : ι → ℂ) (s : ℝ), HasDerivAt ψ v s →
      HasDerivAt (fun r => A *ᵥ ψ r) (A *ᵥ v) s := by
    intro A v s h
    rw [hasDerivAt_pi]
    intro i
    simp only [Matrix.mulVec, dotProduct]
    exact HasDerivAt.fun_sum fun j _ => (hasDerivAt_pi.1 h j).const_mul (A i j)
  -- the shifted and the rotated state solve the same equation
  have h1 : Solves (fun s => H (s + τ)) (fun s => ψ (s + τ)) := by
    intro s
    exact (hψ (s + τ)).comp_add_const s τ
  have h2 : Solves (fun s => H (s + τ)) (fun s => (c • S) *ᵥ ψ s) := by
    intro s
    refine (key (c • S) _ s (hψ s)).congr_deriv ?_
    have hm : S * H s * Sᴴ * (c • S) = (c • S) * H s := by
      rw [Matrix.mul_smul, Matrix.mul_assoc (S * H s), hS', Matrix.mul_one, Matrix.smul_mul]
    rw [Matrix.mulVec_smul, Matrix.mulVec_mulVec, Matrix.mulVec_mulVec, hsym, hm]
  have h := solution_unique (fun s => hH (s + τ)) h1 h2
    (by simp only [zero_add]; rw [h0, Matrix.smul_mulVec]) t
  simpa only [Matrix.smul_mulVec] using h

end

end SymmetryPropagates
```

Compiling this gives:

```
Main.lean:75:72: error: Tactic `rewrite` failed: Did not find an occurrence of the pattern
  H (?t + τ)
in the target expression
  -I • (c • S * H s) *ᵥ ψ s = -I • ((fun s => H (s + τ)) s * c • S) *ᵥ ψ s

ι : Type u_1
inst✝¹ : Fintype ι
inst✝ : DecidableEq ι
H : ℝ → Matrix ι ι ℂ
ψ : ℝ → ι → ℂ
S : Matrix ι ι ℂ
c : ℂ
τ : ℝ
hH : ∀ (t : ℝ), (H t).IsHermitian
hS : S ∈ unitaryGroup ι ℂ
hsym : ∀ (t : ℝ), H (t + τ) = S * H t * Sᴴ
hψ : Solves H ψ
h0 : ψ τ = c • S *ᵥ ψ 0
t : ℝ
hS' : Sᴴ * S = 1
key : ∀ (A : Matrix ι ι ℂ) (v : ι → ℂ) (s : ℝ), HasDerivAt ψ v s → HasDerivAt (fun r => A *ᵥ ψ r) (A *ᵥ v) s
h1 : Solves (fun s => H (s + τ)) fun s => ψ (s + τ)
s : ℝ
hm : S * H s * Sᴴ * c • S = c • S * H s
⊢ -I • (c • S * H s) *ᵥ ψ s = -I • ((fun s => H (s + τ)) s * c • S) *ᵥ ψ s
```

Fix (accepted with no message):

```diff
@@ -73,5 +73,7 @@
     have hm : S * H s * Sᴴ * (c • S) = (c • S) * H s := by
       rw [Matrix.mul_smul, Matrix.mul_assoc (S * H s), hS', Matrix.mul_one, Matrix.smul_mul]
-    rw [Matrix.mulVec_smul, Matrix.mulVec_mulVec, Matrix.mulVec_mulVec, hsym, hm]
+    rw [Matrix.mulVec_smul, Matrix.mulVec_mulVec, Matrix.mulVec_mulVec]
+    beta_reduce
+    rw [hsym, hm]
   have h := solution_unique (fun s => hH (s + τ)) h1 h2
     (by simp only [zero_add]; rw [h0, Matrix.smul_mulVec]) t
```

Diagnosis. The error comes in the proof of `h2`, which says that the rotated state solves the shifted equation. The first three rewrites succeed, and then `hsym` needs a term of the form `H (?t + τ)`. The goal has `(fun s => H (s + τ)) s` instead, because `Solves` was given the shifted Hamiltonian as a function and that function has not yet been evaluated at `s`.

The two expressions are equal by definition, but `rw` looks for a visible match and doesn't evaluate the function to find one. The `H (s + τ)` inside the `fun` doesn't help either, since its `s` is the function's bound variable, and `rw` can't rewrite a term that depends on one.

The repair splits the `rw` in two and puts `beta_reduce` between the parts. This turns the applied function into plain `H (s + τ)`, which `hsym` rewrites to `S * H s * Sᴴ`. The product is then the left side of `hm`, and rewriting with `hm` makes the two sides of the goal identical.
